# A self-consistent iteration in one real variable converges from nearby starts when the slope at the fixed point is below one in magnitude

If a single real quantity is updated repeatedly by a map `f`, a self-consistent value is a fixed point `x`, with `f x = x`. The theorem assumes that `f` has derivative `c` at `x` with `|c| < 1`, and that a property `p` holds throughout some neighbourhood of `x`; no particular physical model is assumed. It states that there is a δ > 0 such that, from any start closer to `x` than δ, every iterate (the start included) satisfies `p` and the iterates converge to `x`. The attempt picks a number `r` between `|c|` and 1, shows that each step near `x` shrinks the error at least by the factor `r`, and squeezes the distance to `x` between zero and `r ^ n * |y - x|`.

Lean 4 with Mathlib refuses this proof:

```lean
import Mathlib

open Filter Topology

namespace AttractingFixedPoint

noncomputable section

/-- A fixed point `x` of `f` with `|f'(x)| < 1` attracts all sufficiently close starts, and
their iterates keep any property `p` that holds throughout a neighbourhood of `x`. -/
theorem attracting_fixedPoint {f : ℝ → ℝ} {c x : ℝ} (hf : HasDerivAt f c x) (hx : f x = x)
    (hc : |c| < 1) {p : ℝ → Prop} (hp : ∀ᶠ y in 𝓝 x, p y) :
    ∃ δ > 0, ∀ y, |y - x| < δ →
      (∀ n : ℕ, p (f^[n] y)) ∧ Tendsto (fun n : ℕ => f^[n] y) atTop (𝓝 x) := by
  obtain ⟨r, hcr, hr1⟩ := exists_between hc
  have hr0 : 0 ≤ r := (abs_nonneg c).trans hcr.le
  have hlin := (hasDerivAt_iff_isLittleO.mp hf).def (sub_pos.mpr hcr)
  obtain ⟨δ, hδ, hball⟩ := Metric.eventually_nhds_iff.mp (hlin.and hp)
  -- each step contracts the error by the factor `r`
  have step : ∀ y, |y - x| < δ → |f y - x| ≤ r * |y - x| := by
    intro y hy
    have h1 := (hball (show dist y x < δ by rwa [Real.dist_eq])).1
    rw [hx, smul_eq_mul, Real.norm_eq_abs, Real.norm_eq_abs] at h1
    have h2 := abs_add_le (f y - x - (y - x) * c) ((y - x) * c)
    rw [sub_add_cancel, abs_mul] at h2
    linarith
  refine ⟨δ, hδ, fun y hy => ?_⟩
  have small : ∀ n : ℕ, r ^ n * |y - x| ≤ |y - x| := fun n =>
    mul_le_of_le_one_left (abs_nonneg _) (pow_le_one₀ hr0 hr1.le)
  have bound : ∀ n : ℕ, |f^[n] y - x| ≤ r ^ n * |y - x| := by
    intro n
    induction n with
    | zero => simp
    | succ n ih =>
      rw [Function.iterate_succ_apply']
      calc |f (f^[n] y) - x| ≤ r * |f^[n] y - x| :=
            step _ ((ih.trans (small n)).trans_lt hy)
        _ ≤ r * (r ^ n * |y - x|) := mul_le_mul_of_nonneg_left ih hr0
        _ = r ^ (n + 1) * |y - x| := by ring
  refine ⟨fun n => (hball ?_).2, ?_⟩
  · rw [Real.dist_eq]
    exact ((bound n).trans (small n)).trans_lt hy
  · refine tendsto_iff_dist_tendsto_zero.mpr (squeeze_zero (fun _ => dist_nonneg)
      (fun n => ?_) ?_) (g := fun n : ℕ => r ^ n * |y - x|)
    · rw [Real.dist_eq]
      exact bound n
    · simpa using (tendsto_pow_atTop_nhds_zero_of_lt_one hr0 hr1).mul_const |y - x|

end

end AttractingFixedPoint
```

Messages:

```
Main.lean:44:24: error: Invalid argument name `g` for function `Iff.mpr`

Hint: Perhaps you meant one of the following parameter names:
  • `a`: g̵a̲
  • `b`: g̵b̲
  • `U`: g̵U̲
Main.lean:45:4: error: No goals to be solved
```

Cause. The first error is about where a named argument was put. `(g := …)` was meant to give `squeeze_zero` its upper bound, but it stands after that call's closing parenthesis, so Lean reads it as an argument of the outer function, `Iff.mpr`, which has no parameter `g`. The second error, "No goals to be solved", is a consequence: after the failed `refine`, no goals were left for the bullet that follows.

The repair proves the limit of the upper bound first, as `hlim`. `mul_const` gives that limit as `0 * |y - x|`, and `rw [zero_mul]` turns it into the `0` that `squeeze_zero` needs. Passing `hlim` to `squeeze_zero` tells Lean what the bounding function is, so the named argument can go. The distance estimate, formerly a separate goal closed by `rw` and `exact`, is now given directly as a term; that change is mere tidying, with the same content.

The change, after which it compiles:

```diff
@@ -41,9 +41,8 @@
   · rw [Real.dist_eq]
     exact ((bound n).trans (small n)).trans_lt hy
-  · refine tendsto_iff_dist_tendsto_zero.mpr (squeeze_zero (fun _ => dist_nonneg)
-      (fun n => ?_) ?_) (g := fun n : ℕ => r ^ n * |y - x|)
-    · rw [Real.dist_eq]
-      exact bound n
-    · simpa using (tendsto_pow_atTop_nhds_zero_of_lt_one hr0 hr1).mul_const |y - x|
+  · have hlim := (tendsto_pow_atTop_nhds_zero_of_lt_one hr0 hr1).mul_const |y - x|
+    rw [zero_mul] at hlim
+    exact tendsto_iff_dist_tendsto_zero.mpr (squeeze_zero (fun _ => dist_nonneg)
+      (fun n => (Real.dist_eq _ _).trans_le (bound n)) hlim)
 
 end
```
